# The isolated static susceptibility of a finite-dimensional quantum system never exceeds the isothermal one at positive temperature

Put a magnet in a weak static field. In contact with a heat bath, its level populations can readjust to the field. If it starts in thermal equilibrium but is isolated while the field is turned on slowly, they cannot, so the two susceptibilities may differ.

Let $H$ be the Hamiltonian of a system with a finite-dimensional state space, such as a cluster of spins, $M$ its magnetic moment along the field, $\beta=1/k_BT$, and $\langle\cdot\rangle$ the Gibbs average at zero field. With both susceptibilities given by Kubo's static formulas, the difference is $\beta(\langle D^2\rangle-\langle M\rangle^2)$, where $D$ is the part of $M$ that connects only states of equal energy. The operator $M$ does not depend on the field, so there is no diamagnetic term.

## Energies, averages and the two responses

In Lean 4 with Mathlib:

```lean
import Mathlib

open Matrix Finset

namespace IsothermalIsolated

noncomputable section

variable {n : Type*} [Fintype n] [DecidableEq n] {M : Matrix n n ℂ}
```

The type `n` is the finite set of labels of the energy eigenvectors, not a number. `M` is a complex matrix in that basis.

```lean
/-- The Hamiltonian with energies `E`, written in its own orthonormal eigenbasis. -/
def hamiltonian (E : n → ℝ) : Matrix n n ℂ := diagonal fun m => (E m : ℂ)
```

`E` gives each label a real energy; repeated values are degeneracies. $H$ is diagonal from the start. A Hamiltonian given in another basis must first be diagonalised, and $M$ transformed with it.

```lean
/-- The imaginary-time operator `exp (s H)`. -/
def expH (E : n → ℝ) (s : ℝ) : Matrix n n ℂ := NormedSpace.exp ((s : ℂ) • hamiltonian E)
```

This is $e^{sH}$, so the Boltzmann operator is `expH E (-β)`.

```lean
/-- The Gibbs average `Tr (exp (-β H) A) / Tr exp (-β H)` (its real part), on a space of
nonzero dimension. -/
def gibbs (β : ℝ) (E : n → ℝ) (A : Matrix n n ℂ) : ℝ :=
  (trace (expH E (-β) * A) / trace (expH E (-β))).re
```

In symbols, $\langle A\rangle=\mathrm{Re}\,[\mathrm{Tr}(e^{-\beta H}A)/\mathrm{Tr}\,e^{-\beta H}]$. For Hermitian $A$ the real part changes nothing.

```lean
/-- The Boltzmann population of the `m`-th energy eigenvector. -/
def population (β : ℝ) (E : n → ℝ) (m : n) : ℝ :=
  Real.exp (-β * E m) / ∑ k, Real.exp (-β * E k)
```

The populations are $p_m=e^{-\beta E_m}/\sum_k e^{-\beta E_k}$.

```lean
/-- The part `D` of `M` that is block-diagonal in the eigenspaces of `H`. -/
def blockPart (E : n → ℝ) (M : Matrix n n ℂ) : Matrix n n ℂ :=
  of fun i j => if E i = E j then M i j else 0
```

$D_{ij}=M_{ij}$ if $E_i=E_j$, and $0$ otherwise.

```lean
/-- The isothermal susceptibility, by Kubo's static formula: the integral over `s` from `0` to `β`
of the Gibbs average of `exp (s H) M exp (-s H) M`, minus `β ⟨M⟩²`. -/
def isothermal (β : ℝ) (E : n → ℝ) (M : Matrix n n ℂ) : ℝ :=
  (∫ s in (0 : ℝ)..β, gibbs β E (expH E s * M * expH E (-s) * M)) - β * gibbs β E M ^ 2
```

The isothermal susceptibility is
$$\chi_T=\int_0^\beta\langle e^{sH}Me^{-sH}M\rangle\,ds-\beta\langle M\rangle^2 .$$
Here it is a definition. Another model would define $\chi_T$ as the derivative of $\langle M\rangle$ at $h=0$ in the Gibbs state of $H-hM$, with $h$ the field. The integral would then be a theorem, requiring the derivative of a matrix exponential whose terms need not commute.

```lean
/-- The isolated susceptibility: the static Kubo sum over pairs of eigenvectors with
different energies. -/
def isolated (β : ℝ) (E : n → ℝ) (M : Matrix n n ℂ) : ℝ :=
  ∑ i, ∑ j, if E i = E j then 0 else
    Complex.normSq (M i j) * (population β E i - population β E j) / (E j - E i)
```

The isolated susceptibility, also a definition, is
$$\chi_{\rm iso}=\sum_{E_i\ne E_j}|M_{ij}|^2\,\frac{p_i-p_j}{E_j-E_i}.$$
`Complex.normSq` is the squared modulus.

## Traces become sums over populations

```lean
/-- In the energy eigenbasis `exp (s H)` is diagonal with entries `exp (s E)`. -/
theorem expH_eq (E : n → ℝ) (s : ℝ) :
    expH E s = diagonal fun m => ((Real.exp (s * E m) : ℝ) : ℂ) := by
  rw [expH, hamiltonian, ← diagonal_smul, Matrix.exp_diagonal]
  congr 1
  funext m
  rw [Pi.coe_exp, ← Complex.exp_eq_exp_ℂ, Complex.ofReal_exp]
  simp
```

A diagonal matrix is exponentiated entry by entry.

```lean
/-- The Gibbs average is the population-weighted sum of the real parts of the diagonal matrix
elements. -/
theorem gibbs_eq_sum (β : ℝ) (E : n → ℝ) (A : Matrix n n ℂ) :
    gibbs β E A = ∑ m, population β E m * (A m m).re := by
  have hZ : trace (expH E (-β)) = ((∑ k, Real.exp (-β * E k) : ℝ) : ℂ) := by
    rw [expH_eq, trace_diagonal, Complex.ofReal_sum]
  have hA : trace (expH E (-β) * A) = ∑ m, ((Real.exp (-β * E m) : ℝ) : ℂ) * A m m := by
    rw [expH_eq]
    simp only [trace, diag_apply, diagonal_mul]
  rw [gibbs, hA, hZ, Complex.div_ofReal_re, Complex.re_sum, Finset.sum_div]
  refine sum_congr rfl fun m _ => ?_
  rw [Complex.re_ofReal_mul, population]
  ring
```

Taking the traces with this diagonal exponential gives $\langle A\rangle=\sum_m p_m\,\mathrm{Re}\,A_{mm}$.

```lean
/-- The mean square of a Hermitian `A` is a population-weighted sum of the squared moduli of its
matrix elements. -/
theorem gibbs_sq (β : ℝ) (E : n → ℝ) {A : Matrix n n ℂ} (hA : A.IsHermitian) :
    gibbs β E (A * A) = ∑ i, population β E i * ∑ j, Complex.normSq (A i j) := by
  rw [gibbs_eq_sum]
  refine sum_congr rfl fun i _ => ?_
  rw [Matrix.mul_apply, Complex.re_sum]
  congr 1
  refine sum_congr rfl fun j _ => ?_
  rw [← hA.apply j i, Complex.star_def, Complex.mul_conj, Complex.ofReal_re]
```

For Hermitian $A$, $A_{ji}=\overline{A_{ij}}$, so $(A^2)_{ii}=\sum_j A_{ij}A_{ji}=\sum_j|A_{ij}|^2$. Hence $\langle A^2\rangle=\sum_{i,j}p_i|A_{ij}|^2$.

```lean
omit [Fintype n] [DecidableEq n] in
/-- The block-diagonal part of a Hermitian `M` is Hermitian. -/
theorem blockPart_isHermitian (E : n → ℝ) (hM : M.IsHermitian) :
    (blockPart E M).IsHermitian := by
  refine Matrix.IsHermitian.ext fun i j => ?_
  simp only [blockPart, of_apply]
  by_cases h : E i = E j
  · rw [if_pos h.symm, if_pos h, hM.apply]
  · rw [if_neg (Ne.symm h), if_neg h, star_zero]
```

The condition $E_i=E_j$ is symmetric in $i$ and $j$, so $D$ inherits Hermiticity from $M$.

## The difference, pair by pair

```lean
/-- For Hermitian `M`, the isothermal minus the isolated susceptibility is
`β (⟨D²⟩ - ⟨M⟩²)`. -/
theorem isothermal_sub_isolated (β : ℝ) (E : n → ℝ) (hM : M.IsHermitian) :
    isothermal β E M - isolated β E M =
      β * (gibbs β E (blockPart E M * blockPart E M) - gibbs β E M ^ 2) := by
  -- the imaginary-time correlation function as a double sum
  have hcorr : ∀ s, gibbs β E (expH E s * M * expH E (-s) * M) =
      ∑ i, ∑ j, population β E i * Complex.normSq (M i j) * Real.exp (s * (E i - E j)) := by
    intro s
    rw [gibbs_eq_sum]
    simp only [expH_eq]
    refine sum_congr rfl fun i _ => ?_
    rw [Matrix.mul_apply, Complex.re_sum, Finset.mul_sum]
    refine sum_congr rfl fun j _ => ?_
    have hz : ∀ (a b : ℝ) (z : ℂ),
        (a : ℂ) * z * b * star z = ((a * b * Complex.normSq z : ℝ) : ℂ) := by
      intro a b z
      rw [Complex.star_def]
      push_cast
      rw [← Complex.mul_conj]
      ring
    rw [mul_diagonal, diagonal_mul, ← hM.apply j i, hz, Complex.ofReal_re,
      show s * (E i - E j) = s * E i + -s * E j by ring, Real.exp_add]
    ring
  have hint : ∀ K a : ℝ, a ≠ 0 →
      ∫ s in (0 : ℝ)..β, K * Real.exp (s * a) = K * (Real.exp (β * a) - 1) / a := by
    intro K a ha
    have hder : ∀ s ∈ Set.uIcc 0 β,
        HasDerivAt (fun s => K * Real.exp (s * a) / a) (K * Real.exp (s * a)) s := fun s _ =>
      (((hasDerivAt_mul_const a).exp.const_mul K).div_const a).congr_deriv (by field_simp)
    have hc : Continuous fun s : ℝ => K * Real.exp (s * a) := by fun_prop
    rw [intervalIntegral.integral_eq_sub_of_hasDerivAt hder (hc.intervalIntegrable _ _)]
    simp only [zero_mul, Real.exp_zero]
    ring
  rw [isothermal, mul_sub, sub_right_comm, sub_left_inj, sub_eq_iff_eq_add']
  simp_rw [hcorr]
  rw [intervalIntegral.integral_finsetSum, gibbs_sq β E (blockPart_isHermitian E hM),
    isolated, Finset.mul_sum, ← sum_add_distrib]
  · refine sum_congr rfl fun i _ => ?_
    rw [intervalIntegral.integral_finsetSum, Finset.mul_sum, Finset.mul_sum,
      ← sum_add_distrib]
    · refine sum_congr rfl fun j _ => ?_
      -- each pair feeds either the isolated response or the mean square of `D`
      simp only [blockPart, of_apply]
      by_cases h : E i = E j
      · simp [h]
        ring
      · have hp : population β E j = population β E i * Real.exp (β * (E i - E j)) := by
          simp only [population]
          rw [div_mul_eq_mul_div, ← Real.exp_add]
          congr 2
          ring
        rw [hint _ _ (sub_ne_zero.mpr h)]
        simp only [if_neg h, map_zero]
        rw [hp, ← neg_sub (E i) (E j), div_neg]
        ring
    · exact fun j _ => Continuous.intervalIntegrable (by fun_prop) _ _
  · exact fun i _ => Continuous.intervalIntegrable (by fun_prop) _ _
```

By hand, the correlation function is
$$\langle e^{sH}Me^{-sH}M\rangle=\sum_{i,j}p_i|M_{ij}|^2e^{s(E_i-E_j)},$$
which is `hcorr`. Integrate each term over $s$; `by_cases` separates two kinds of pair.

- If $E_i=E_j$, the integrand is constant and gives $\beta p_i|M_{ij}|^2$. These terms add up to $\beta\langle D^2\rangle$.
- If $E_i\neq E_j$, `hint` gives $p_i|M_{ij}|^2\,(e^{\beta(E_i-E_j)}-1)/(E_i-E_j)$. Since $p_ie^{\beta(E_i-E_j)}=p_j$ (`hp`), this equals $|M_{ij}|^2(p_i-p_j)/(E_j-E_i)$, a term of $\chi_{\rm iso}$.

Subtracting $\beta\langle M\rangle^2$ gives the formula, for every real $\beta$.

```lean
/-- For Hermitian `M` and `β > 0`, the isolated susceptibility is at most the isothermal one,
with equality exactly when `D` is a real multiple of the identity. -/
theorem isolated_le_isothermal [Nonempty n] {β : ℝ} (hβ : 0 < β) (E : n → ℝ)
    (hM : M.IsHermitian) :
    isolated β E M ≤ isothermal β E M ∧
      (isolated β E M = isothermal β E M ↔ ∃ c : ℝ, blockPart E M = (c : ℂ) • 1) := by
  have hZ : 0 < ∑ k, Real.exp (-β * E k) := sum_pos (fun k _ => Real.exp_pos _) univ_nonempty
  have hp : ∀ m, 0 < population β E m := fun m => div_pos (Real.exp_pos _) hZ
  have hp1 : ∑ m, population β E m = 1 := by
    simp only [population]
    rw [← Finset.sum_div, div_self hZ.ne']
  have hc : ∀ c : ℝ, gibbs β E ((c : ℂ) • 1) = c := by
    intro c
    rw [gibbs_eq_sum]
    simp [← Finset.sum_mul, hp1]
  have hdiff := isothermal_sub_isolated β E hM
  have hDM : gibbs β E (blockPart E M) = gibbs β E M := by
    simp only [gibbs_eq_sum, blockPart, of_apply, if_true]
  have hD := blockPart_isHermitian E hM
  obtain ⟨μ, hμ⟩ : ∃ μ, gibbs β E M = μ := ⟨_, rfl⟩
  rw [hμ] at hdiff hDM
  generalize blockPart E M = D at *
  -- the difference is `β` times the mean square of `X = D - ⟨M⟩`
  obtain ⟨X, hX⟩ : ∃ X, X = D - (μ : ℂ) • (1 : Matrix n n ℂ) := ⟨_, rfl⟩
  have hXh : X.IsHermitian := by
    simp [hX, Matrix.IsHermitian, conjTranspose_sub, conjTranspose_smul, hD.eq]
  have hXX : X * X = D * D - ((2 * μ : ℝ) : ℂ) • D + ((μ ^ 2 : ℝ) : ℂ) • 1 := by
    rw [hX]
    simp only [mul_sub, sub_mul, Matrix.mul_smul, Matrix.smul_mul, mul_one, one_mul]
    push_cast
    module
  have hvar : gibbs β E (X * X) =
      gibbs β E (D * D) - 2 * μ * gibbs β E D + gibbs β E (((μ ^ 2 : ℝ) : ℂ) • 1) := by
    rw [hXX]
    simp only [gibbs, mul_add, mul_sub, Matrix.mul_smul, trace_add, trace_sub, trace_smul,
      smul_eq_mul, add_div, sub_div, mul_div_assoc, Complex.add_re, Complex.sub_re,
      Complex.re_ofReal_mul]
  rw [hDM, hc] at hvar
  have hd : isothermal β E M - isolated β E M = β * gibbs β E (X * X) := by
    rw [hdiff, hvar]
    ring
  have hterm : ∀ i ∈ (univ : Finset n),
      0 ≤ population β E i * ∑ j, Complex.normSq (X i j) := fun i _ =>
    mul_nonneg (hp i).le (sum_nonneg fun j _ => Complex.normSq_nonneg _)
  refine ⟨?_, fun heq => ⟨μ, ?_⟩, ?_⟩
  · rw [gibbs_sq β E hXh] at hd
    linarith [mul_nonneg hβ.le (sum_nonneg hterm)]
  · -- positive populations force every matrix element of `X` to vanish
    rw [heq, sub_self, gibbs_sq β E hXh] at hd
    have hs := (sum_eq_zero_iff_of_nonneg hterm).mp
      ((mul_eq_zero.mp hd.symm).resolve_left hβ.ne')
    refine sub_eq_zero.mp (hX.symm.trans ?_)
    ext i j
    have hi := (mul_eq_zero.mp (hs i (mem_univ i))).resolve_left (hp i).ne'
    exact Complex.normSq_eq_zero.mp ((sum_eq_zero_iff_of_nonneg
      fun j _ => Complex.normSq_nonneg _).mp hi j (mem_univ j))
  · rintro ⟨c, hDc⟩
    have hcμ : c = μ := by rw [← hDM, hDc, hc]
    have h0 : gibbs β E (X * X) = 0 := by
      rw [hX, hDc, hcμ, sub_self]
      simp [gibbs]
    rw [h0, mul_zero] at hd
    linarith
```

Now $\beta>0$ and there is at least one state (`Nonempty n`). Write $\mu=\langle M\rangle$; this is the mean moment, not a chemical potential. $D$ and $M$ have the same diagonal, so $\langle D\rangle=\mu$ (`hDM`). With $X=D-\mu 1$,
$$\langle X^2\rangle=\langle D^2\rangle-2\mu\langle D\rangle+\mu^2=\langle D^2\rangle-\mu^2,$$
and therefore
$$\chi_T-\chi_{\rm iso}=\beta\langle X^2\rangle=\beta\sum_{i,j}p_i|X_{ij}|^2\ge 0 .$$
If this is zero, every $X_{ij}$ vanishes because every $p_i$ is positive, so $D=\mu 1$. Conversely, $D=c1$ gives $c=\langle D\rangle=\mu$, so $X=0$. The three bullets of the proof are the inequality and these two directions.

```lean
/-- If the Hermitian `M` commutes with `H`, the isolated susceptibility vanishes and the
isothermal one is `β` times the thermal variance of `M`. -/
theorem susceptibilities_of_conserved (β : ℝ) (E : n → ℝ) (hM : M.IsHermitian)
    (hcomm : hamiltonian E * M = M * hamiltonian E) :
    isolated β E M = 0 ∧
      isothermal β E M = β * (gibbs β E (M * M) - gibbs β E M ^ 2) := by
  -- a conserved `M` has no matrix elements between different energies
  have hoff : ∀ i j, E i ≠ E j → M i j = 0 := by
    intro i j hij
    have h := congrFun (congrFun hcomm i) j
    rw [hamiltonian, diagonal_mul, mul_diagonal, mul_comm] at h
    by_contra h0
    exact hij (Complex.ofReal_injective (mul_left_cancel₀ h0 h))
  have hiso : isolated β E M = 0 := by
    refine sum_eq_zero fun i _ => sum_eq_zero fun j _ => ?_
    split_ifs with h
    · rfl
    · rw [hoff i j h, map_zero, zero_mul, zero_div]
  have hD : blockPart E M = M := by
    ext i j
    simp only [blockPart, of_apply]
    split_ifs with h
    · rfl
    · exact (hoff i j h).symm
  have h := isothermal_sub_isolated β E hM
  rw [hiso, hD, sub_zero] at h
  exact ⟨hiso, h⟩

end

end IsothermalIsolated
```

If $M$ commutes with $H$, comparing matrix elements gives $(E_i-E_j)M_{ij}=0$. So $M$ has no elements between different energies (`hoff`), $\chi_{\rm iso}=0$ and $D=M$. The difference formula then leaves $\chi_T=\beta(\langle M^2\rangle-\langle M\rangle^2)$. For a free spin one-half with $H=0$ and $M=M_0\sigma_z$, where $\pm M_0$ are the two values of the moment along the field, this is Curie's law, $\chi_T=\beta M_0^2$.

In exact diagonalisation of a finite spin cluster, the Kubo sum over unequal energies thus yields the isolated response; the isothermal one needs the added term $\beta(\langle D^2\rangle-\langle M\rangle^2)$.

```lean
#print axioms IsothermalIsolated.isolated_le_isothermal
#print axioms IsothermalIsolated.susceptibilities_of_conserved
```

```
'IsothermalIsolated.isolated_le_isothermal' depends on axioms: [propext, Classical.choice, Quot.sound]
'IsothermalIsolated.susceptibilities_of_conserved' depends on axioms: [propext, Classical.choice, Quot.sound]
```
